# The Dirac 1s energy of a point nucleus lies between $5Z^8\alpha^6/128$ and $5Z^8\alpha^6/16$ hartree below its series through $-Z^6\alpha^4/16$, for $0<Z\alpha\le1$

How much is lost when the relativistic energy of a 1s electron is expanded in powers of $Z\alpha$ and cut off after three terms? To answer this for one electron in the field of a fixed point nucleus of charge $Z$, the Dirac 1s energy is defined here by its closed formula, and the formula is then tied to the radial Dirac equations by an explicit square-integrable solution. That this solution is the ground state, selected by the proper boundary condition at the nucleus, is taken from textbook theory.

Atomic units are used throughout. The fine-structure constant $\alpha$ is the reciprocal of the speed of light in these units; it enters as an arbitrary positive number, and $Z$ is real, not necessarily an integer.

```lean
import Mathlib

open Set Filter Topology MeasureTheory

namespace DiracGroundStateExpansion

noncomputable section
```

## The energy and its series

Near a point nucleus the 1s radial functions, once multiplied by the distance $r$ from the nucleus, behave like $r^\gamma$, where
$$\gamma=\sqrt{1-(Z\alpha)^2}.$$
The condition $Z\alpha\le1$ keeps this exponent real. In Lean it is called `gam`.

```lean
/-- The exponent `γ = √(1 - (Zα)²)` of the 1s radial functions at the nucleus, for `0 < Zα ≤ 1`. -/
def gam (Z α : ℝ) : ℝ := √(1 - (Z * α) ^ 2)
```

With the rest energy $1/\alpha^2$ subtracted, the level is
$$E=\frac{\gamma-1}{\alpha^2}.$$

```lean
/-- The Dirac 1s energy in hartree, without the rest energy, for `Z > 0`, `α > 0` and `Zα ≤ 1`. -/
def energy1s (Z α : ℝ) : ℝ := (gam Z α - 1) / α ^ 2
```

Expanding the square root gives the nonrelativistic energy and two relativistic corrections:
$$E_{\rm ser}=-\frac{Z^2}{2}-\frac{Z^4\alpha^2}{8}-\frac{Z^6\alpha^4}{16}.$$

```lean
/-- The expansion of the 1s energy in hartree through the term `-Z⁶α⁴/16`. -/
def energySeries (Z α : ℝ) : ℝ := -Z ^ 2 / 2 - Z ^ 4 * α ^ 2 / 8 - Z ^ 6 * α ^ 4 / 16
```

## The radial equations

Let $G$ and $F$ be the large and small radial components, each multiplied by $r$; this factor is understood below whenever $G$ and $F$ are called components. For the relativistic quantum number $\kappa=-1$, which belongs to $s_{1/2}$ states, and the potential $-Z/r$, they obey
$$G'=\frac{G}{r}+\alpha\Big(E+\frac{2}{\alpha^2}+\frac{Z}{r}\Big)F,\qquad F'=-\frac{F}{r}-\alpha\Big(E+\frac{Z}{r}\Big)G.$$
The predicate `SolvesRadialDirac` requires both equations at every $r>0$, with derivatives expressed by `HasDerivAt`. It contains no boundary condition and no normalisation.

```lean
/-- The radial Dirac equations for `κ = -1` in the potential `-Z/r`, in atomic units with
`c = 1/α` and `α ≠ 0`; `G` and `F` are the large and small components times `r`. -/
def SolvesRadialDirac (Z α E : ℝ) (G F : ℝ → ℝ) : Prop :=
  ∀ r : ℝ, 0 < r →
    HasDerivAt G (G r / r + α * (E + 2 / α ^ 2 + Z / r) * F r) r ∧
    HasDerivAt F (-(F r) / r - α * (E + Z / r) * G r) r
```

The trial solution has the large component
$$G(r)=r^\gamma e^{-Zr}.$$

```lean
/-- The unnormalized large component `r^γ exp(-Zr)`, for `r > 0`. -/
def largeComponent (Z α r : ℝ) : ℝ := r ^ gam Z α * Real.exp (-Z * r)
```

The small component is proportional to it, with the ratio
$$\rho=\frac{\gamma-1}{Z\alpha}.$$

```lean
/-- The ratio of the small to the large component, for `Zα ≠ 0`. -/
def ratio (Z α : ℝ) : ℝ := (gam Z α - 1) / (Z * α)
```

Thus $F=\rho G$.

```lean
/-- The small component, a constant multiple of the large one, for `r > 0` and `Zα ≠ 0`. -/
def smallComponent (Z α r : ℝ) : ℝ := ratio Z α * largeComponent Z α r
```

The remaining definition isolates the mathematics of the truncation. With $x=(Z\alpha)^2$ in mind, put
$$R(x)=1-\frac{x}{2}-\frac{x^2}{8}-\frac{x^3}{16}-\sqrt{1-x}.$$

```lean
/-- The error of the cubic Taylor polynomial of `√(1 - x)`, for `x ≤ 1`. -/
def sqrtRemainder (x : ℝ) : ℝ := 1 - x / 2 - x ^ 2 / 8 - x ^ 3 / 16 - √(1 - x)
```

## The components solve the equations at this energy

Since $G'=(\gamma/r-Z)G$ and $F'=\rho G'$, dividing both equations by $G$ and comparing the coefficients of $1/r$ and of $1$ leaves four conditions:
$$\gamma=1+\alpha Z\rho,\qquad -Z=\alpha\Big(E+\frac{2}{\alpha^2}\Big)\rho,$$
$$\rho(\gamma+1)=-\alpha Z,\qquad Z\rho=\alpha E.$$
The first is the definition of $\rho$. The third follows from $\gamma^2-1=-(Z\alpha)^2$. The fourth holds because both sides equal $(\gamma-1)/\alpha$. For the second, $\alpha(E+2/\alpha^2)=(\gamma+1)/\alpha$, and multiplying by $\rho$ gives $-Z$ by the third condition.

In the order in which they are displayed, these are `h1`, `h3`, `h4` and `h2` in the proof. The step `hG` obtains the derivative of $G$ from the product rule, and `linear_combination` assembles the two differential equations from the four conditions. The theorem assumes $Z>0$, $\alpha>0$ and $Z\alpha\le1$.

```lean
/-- For `Z > 0`, `α > 0` and `Zα ≤ 1`, the two components solve the radial Dirac equations
at the energy `energy1s Z α`. -/
theorem components_solve {Z α : ℝ} (hZ : 0 < Z) (hα : 0 < α) (h : Z * α ≤ 1) :
    SolvesRadialDirac Z α (energy1s Z α) (largeComponent Z α) (smallComponent Z α) := by
  intro r hr
  have hα' : α ≠ 0 := hα.ne'
  have hZα : Z * α ≠ 0 := (mul_pos hZ hα).ne'
  have hg : gam Z α ^ 2 = 1 - (Z * α) ^ 2 :=
    Real.sq_sqrt (by nlinarith [mul_pos hZ hα])
  -- matching the coefficients of `1/r` and of `1` in the two equations
  have h1 : α * Z * ratio Z α = gam Z α - 1 := by
    have : ratio Z α * (Z * α) = gam Z α - 1 := div_mul_cancel₀ _ hZα
    linear_combination this
  have hE : energy1s Z α * α ^ 2 = gam Z α - 1 := div_mul_cancel₀ _ (pow_ne_zero 2 hα')
  have h2 : α * energy1s Z α = Z * ratio Z α := by
    apply mul_left_cancel₀ hα'
    linear_combination hE - h1
  have h4 : ratio Z α * (gam Z α + 1) = -(α * Z) := by
    apply mul_left_cancel₀ hZα
    linear_combination (gam Z α + 1) * h1 + hg
  have h5 : α * (energy1s Z α + 2 / α ^ 2) = (gam Z α + 1) / α := by
    rw [eq_div_iff hα']
    have : 2 / α ^ 2 * α ^ 2 = 2 := div_mul_cancel₀ _ (pow_ne_zero 2 hα')
    calc α * (energy1s Z α + 2 / α ^ 2) * α
        = energy1s Z α * α ^ 2 + 2 / α ^ 2 * α ^ 2 := by ring
      _ = gam Z α + 1 := by rw [hE, this]; ring
  have h3 : α * (energy1s Z α + 2 / α ^ 2) * ratio Z α = -Z := by
    rw [h5, div_mul_eq_mul_div, div_eq_iff hα']
    linear_combination h4
  -- the logarithmic derivative of the large component is `γ/r - Z`
  have hG : HasDerivAt (largeComponent Z α)
      ((gam Z α / r - Z) * largeComponent Z α r) r := by
    have d1 := Real.hasDerivAt_rpow_const (x := r) (p := gam Z α) (Or.inl hr.ne')
    have d2 := ((hasDerivAt_id' r).const_mul (-Z)).exp
    refine (d1.fun_mul d2).congr_deriv ?_
    simp only [largeComponent]
    rw [Real.rpow_sub_one hr.ne']
    ring
  constructor
  · refine hG.congr_deriv ?_
    simp only [smallComponent]
    linear_combination (-(largeComponent Z α r / r)) * h1 - largeComponent Z α r * h3
  · refine (hG.const_mul (ratio Z α)).congr_deriv ?_
    simp only [smallComponent]
    linear_combination (largeComponent Z α r / r) * h4 + largeComponent Z α r * h2
```

The radial density is
$$G^2+F^2=(1+\rho^2)\,r^{2\gamma}e^{-2Zr}.$$
It is integrable at the origin because $2\gamma>-1$, and at infinity because $Z>0$. The proof takes this from Mathlib's result for Gamma-type integrands and then rewrites the integrand as the sum of squares. The theorem allows every real $\alpha$, since in Lean the square root of a negative number and a quotient by zero are both zero; its physical content is confined to $0<Z\alpha\le1$.

The components are unnormalised. Evaluating the integral by hand, with $1+\rho^2=2/(1+\gamma)$, shows that both must be multiplied by $N$, where
$$N^2=\frac{(1+\gamma)(2Z)^{2\gamma+1}}{2\,\Gamma(2\gamma+1)}.$$

```lean
/-- For `Z > 0` the radial density of the two components is integrable over `r > 0`. -/
theorem density_integrable {Z : ℝ} (α : ℝ) (hZ : 0 < Z) :
    IntegrableOn (fun r => largeComponent Z α r ^ 2 + smallComponent Z α r ^ 2) (Ioi 0) := by
  have hg : 0 ≤ gam Z α := Real.sqrt_nonneg _
  have h := (integrableOn_rpow_mul_exp_neg_mul_rpow (p := 1) (s := 2 * gam Z α)
    (b := 2 * Z) (by linarith) zero_lt_one (by linarith)).const_mul (1 + ratio Z α ^ 2)
  refine IntegrableOn.congr_fun h (fun r hr => ?_) measurableSet_Ioi
  have hr' : 0 < r := hr
  have e1 : r ^ (2 * gam Z α) = (r ^ gam Z α) ^ 2 := by
    rw [two_mul, Real.rpow_add hr', sq]
  have e2 : Real.exp (-(2 * Z) * r) = Real.exp (-Z * r) ^ 2 := by
    rw [sq, ← Real.exp_add]
    congr 1
    ring
  simp only [smallComponent, largeComponent, Real.rpow_one]
  rw [e1, e2]
  ring
```

## The truncation error as a polynomial

Put $s=\sqrt{1-x}$, so that $x=1-s^2$. Then
$$16R=5-16s+15s^2-5s^4+s^6=(1-s)^4(s^2+4s+5).$$

The Lean device that carries out this substitution is `generalize` followed by `obtain rfl`. First, `h` records that the square of the root is $1-x$. Then `generalize √(1 - x) = s at h ⊢` replaces the root by a new variable $s$, both in `h` and in the goal. From here on, `h` is the only link between $s$ and $x$, which is why it must be established beforehand. Finally, `obtain rfl : x = 1 - s ^ 2` eliminates $x$ altogether. What remains is a polynomial identity in one variable, and `ring` proves it.

```lean
/-- For `x ≤ 1` the Taylor error factorizes in terms of `s = √(1 - x)`. -/
theorem sqrtRemainder_eq {x : ℝ} (hx : x ≤ 1) :
    sqrtRemainder x = (1 - √(1 - x)) ^ 4 * (√(1 - x) ^ 2 + 4 * √(1 - x) + 5) / 16 := by
  have h : √(1 - x) ^ 2 = 1 - x := Real.sq_sqrt (by linarith)
  unfold sqrtRemainder
  generalize √(1 - x) = s at h ⊢
  obtain rfl : x = 1 - s ^ 2 := by linarith
  ring
```

For $0\le x\le1$ we have $0\le s\le1$ and $x^4=(1-s)^4(1+s)^4$. The distances of $R$ from the two bounds are therefore
$$R-\frac{5x^4}{128}=\frac{(1-s)^5(35+47s+25s^2+5s^3)}{128},$$
$$\frac{5x^4}{16}-R=\frac{(1-s)^4(16s+29s^2+20s^3+5s^4)}{16}.$$
Both right-hand sides are nonnegative, hence
$$\frac{5x^4}{128}\le R(x)\le\frac{5x^4}{16}.$$
The same substitution is used in Lean, this time retaining $s\ge0$ as `hs`. The facts `lo` and `up` state that the two products are nonnegative, and `linarith` recognises the inequalities after expanding the polynomials.

```lean
/-- For `0 ≤ x ≤ 1` the Taylor error lies between `5x⁴/128` and `5x⁴/16`. -/
theorem sqrtRemainder_bounds {x : ℝ} (h0 : 0 ≤ x) (h1 : x ≤ 1) :
    5 / 128 * x ^ 4 ≤ sqrtRemainder x ∧ sqrtRemainder x ≤ 5 / 16 * x ^ 4 := by
  have h : √(1 - x) ^ 2 = 1 - x := Real.sq_sqrt (by linarith)
  have hs : 0 ≤ √(1 - x) := Real.sqrt_nonneg _
  rw [sqrtRemainder_eq h1]
  generalize √(1 - x) = s at h hs ⊢
  have ht : 0 ≤ 1 - s := by nlinarith
  obtain rfl : x = 1 - s ^ 2 := by linarith
  -- both differences are products of nonnegative factors
  have lo : 0 ≤ (1 - s) ^ 5 * (35 + 47 * s + 25 * s ^ 2 + 5 * s ^ 3) := by positivity
  have up : 0 ≤ (1 - s) ^ 4 * (16 * s + 29 * s ^ 2 + 20 * s ^ 3 + 5 * s ^ 4) := by positivity
  constructor <;> linarith
```

## Neither constant can be improved

At $x=1$ the root vanishes and $R(1)=5/16$. An upper bound $Cx^4$ valid on the whole interval therefore needs $C\ge5/16$. Conversely, every such $C$ works by the bound already obtained. The Lean statement is this equivalence.

```lean
/-- A bound `C x⁴` holds from above on all of `0 ≤ x ≤ 1` exactly when `C ≥ 5/16`. -/
theorem upper_constant_iff (C : ℝ) :
    (∀ x : ℝ, 0 ≤ x → x ≤ 1 → sqrtRemainder x ≤ C * x ^ 4) ↔ 5 / 16 ≤ C := by
  constructor
  · intro h
    have e : sqrtRemainder 1 = 5 / 16 := by norm_num [sqrtRemainder]
    have h1 := h 1 zero_le_one le_rfl
    rw [e] at h1
    linarith
  · intro hC x h0 h1
    exact (sqrtRemainder_bounds h0 h1).2.trans (by gcongr)
```

For a lower bound $cx^4$, take $0<s<1$ and divide by $(1-s)^4$:
$$c(1+s)^4\le\frac{s^2+4s+5}{16}.$$
As $s\to1$ from below, this becomes $16c\le10/16$, or $c\le5/128$. In Lean, `𝓝[<] 1` denotes the approach to 1 from below, `l1` and `l2` are the limits of the two sides, and `le_of_tendsto_of_tendsto` passes the inequality to the limit. The converse again follows from the bound on $R$.

```lean
/-- A bound `c x⁴` holds from below on all of `0 ≤ x ≤ 1` exactly when `c ≤ 5/128`. -/
theorem lower_constant_iff (c : ℝ) :
    (∀ x : ℝ, 0 ≤ x → x ≤ 1 → c * x ^ 4 ≤ sqrtRemainder x) ↔ c ≤ 5 / 128 := by
  constructor
  · intro h
    -- divide by `(1 - s)⁴` and let `s = √(1 - x)` tend to 1
    have l1 : Tendsto (fun s : ℝ => c * (1 + s) ^ 4) (𝓝[<] 1) (𝓝 (c * (1 + 1) ^ 4)) :=
      (Continuous.tendsto (by fun_prop) 1).mono_left nhdsWithin_le_nhds
    have l2 : Tendsto (fun s : ℝ => (s ^ 2 + 4 * s + 5) / 16) (𝓝[<] 1)
        (𝓝 ((1 ^ 2 + 4 * 1 + 5) / 16)) :=
      (Continuous.tendsto (by fun_prop) 1).mono_left nhdsWithin_le_nhds
    have key := le_of_tendsto_of_tendsto l1 l2 (by
      filter_upwards [Ioo_mem_nhdsLT (zero_lt_one (α := ℝ))] with s hs
      obtain ⟨hs0, hs1⟩ := hs
      have hx : 1 - s ^ 2 ≤ 1 := by nlinarith
      have hb := h (1 - s ^ 2) (by nlinarith) hx
      have e : √(1 - (1 - s ^ 2)) = s := by
        rw [sub_sub_cancel, Real.sqrt_sq hs0.le]
      rw [sqrtRemainder_eq hx, e] at hb
      have hp : 0 < (1 - s) ^ 4 := pow_pos (by linarith) 4
      refine le_of_mul_le_mul_right ?_ hp
      linarith)
    linarith
  · intro hc x h0 h1
    exact le_trans (by gcongr) (sqrtRemainder_bounds h0 h1).1
```

## The error in hartree

Set $x=(Z\alpha)^2$. Then
$$E_{\rm ser}-E=\frac{R(x)}{\alpha^2},\qquad \frac{x^4}{\alpha^2}=Z^8\alpha^6,$$
and dividing the bounds on $R$ by $\alpha^2$ gives
$$\frac{5}{128}Z^8\alpha^6\le E_{\rm ser}-E\le\frac{5}{16}Z^8\alpha^6.$$
The proof establishes the first identity as `e` and then clears the denominator $\alpha^2$. The hypotheses are $Z\ge0$, $\alpha>0$ and $Z\alpha\le1$; at $Z=0$ there is no bound state, and all three members of the inequality are zero.

For a hydrogen-like ion with a fixed point nucleus, this bounds the truncation error of a perturbative relativistic treatment of the 1s level that is carried through the term in $\alpha^4$. Nuclear size, recoil, radiative corrections and the interaction between electrons are absent from the model.

```lean
/-- For `α > 0`, `Z ≥ 0` and `Zα ≤ 1`, the series through `-Z⁶α⁴/16` hartree lies above the Dirac 1s
energy (at `Z = 0`, the value 0 of its formula) by at least `5Z⁸α⁶/128` and at most `5Z⁸α⁶/16`
hartree. -/
theorem energy1s_error {Z α : ℝ} (hZ : 0 ≤ Z) (hα : 0 < α) (h : Z * α ≤ 1) :
    5 / 128 * Z ^ 8 * α ^ 6 ≤ energySeries Z α - energy1s Z α ∧
    energySeries Z α - energy1s Z α ≤ 5 / 16 * Z ^ 8 * α ^ 6 := by
  have hα2 : 0 < α ^ 2 := pow_pos hα 2
  -- the energy error is the Taylor error at `x = (Zα)²`, divided by `α²`
  have e : energySeries Z α - energy1s Z α = sqrtRemainder ((Z * α) ^ 2) / α ^ 2 := by
    rw [eq_div_iff hα2.ne', sub_mul]
    have hE : energy1s Z α * α ^ 2 = gam Z α - 1 := div_mul_cancel₀ _ hα2.ne'
    rw [hE]
    unfold energySeries sqrtRemainder gam
    ring
  have b := sqrtRemainder_bounds (sq_nonneg (Z * α)) (pow_le_one₀ (mul_nonneg hZ hα.le) h)
  rw [e, le_div_iff₀ hα2, div_le_iff₀ hα2]
  constructor
  · linarith [b.1]
  · linarith [b.2]

end

end DiracGroundStateExpansion
```

```lean
#print axioms DiracGroundStateExpansion.density_integrable
#print axioms DiracGroundStateExpansion.upper_constant_iff
#print axioms DiracGroundStateExpansion.lower_constant_iff
#print axioms DiracGroundStateExpansion.energy1s_error
```

```
'DiracGroundStateExpansion.density_integrable' depends on axioms: [propext, Classical.choice, Quot.sound]
'DiracGroundStateExpansion.upper_constant_iff' depends on axioms: [propext, Classical.choice, Quot.sound]
'DiracGroundStateExpansion.lower_constant_iff' depends on axioms: [propext, Classical.choice, Quot.sound]
'DiracGroundStateExpansion.energy1s_error' depends on axioms: [propext, Classical.choice, Quot.sound]
```

## The case $Z\alpha=0.6$

Here $x=0.36$ and $\gamma=0.8$. In units of $1/\alpha^2$ hartree, the closed formula gives $E=-0.2$, while the series gives
$$-0.18-0.0162-0.002916=-0.199116.$$
The series is too high by $0.000884$. Since $x^4=0.01679616$, the two bounds are $0.0006561$ and $0.0052488$, and the error lies between them, much closer to the lower one. The factorised form gives the same value:
$$R(0.36)=\frac{0.2^4\,(0.64+3.2+5)}{16}=0.000884.$$
